# A triplet Hückel ring of 4n sites has π energy 4 cot(π/4n) and the same gap for both spins

Take a Hückel ring of $4n$ sites, $n\ge 1$, with levels $x_k=2\cos(\pi k/2n)$. Fill $|k|\le n$ with alpha electrons and $|k|\le n-1$ with beta electrons. Each spin then has the gap $2\sin(\pi/2n)$, and the total energy is $4\cot(\pi/4n)$. For $n=1$ this energy is 4, between the values $1+\sqrt5$ for triplet and $2\sqrt5$ for singlet butadiene.

Energies are measured from the Coulomb integral in units of the negative resonance integral, so a larger value means stronger binding. A gap is a positive excitation cost, in units of the magnitude of that integral.

In Lean 4 with Mathlib:

```lean
import Mathlib

open Real

namespace TripletHuckelRing

noncomputable section
```

This loads the mathematical library Mathlib and opens a namespace for the names below.

```lean
/-- The level `x_k = 2 cos (π k / (2n))` of the `4n`-ring, `n ≥ 1`, in units of the resonance
integral. -/
def level (n : ℕ) (k : ℤ) : ℝ := 2 * cos (π / (2 * n) * k)
```

A `def` introduces a quantity. With $q=\pi/2n$, this one is $x_k=2\cos(qk)$, for integer $k$.

```lean
/-- Amplitude on site `j` of the standing wave with wave number `k` and phase `φ`, `n ≥ 1`. -/
def orbital (n : ℕ) (k : ℤ) (φ : ℝ) (j : ℤ) : ℝ := cos (π / (2 * n) * k * j + φ)
```

The amplitude on site $j$ is $\cos(qkj+\varphi)$, unnormalised. Normalisation divides it by $\sqrt{2n}$ for $0<|k|<2n$, and by $\sqrt{4n}$ for $k=0$ or $2n$ with $\varphi=0$.

```lean
/-- The wave numbers `-2n < k ≤ 2n` of one Brillouin zone. -/
def zone (n : ℕ) : Finset ℤ := Finset.Ioc (-(2 * (n : ℤ))) (2 * n)
```

The zone holds $4n$ wave numbers, one per site.

```lean
/-- The wave numbers with `|k| ≤ m`. -/
def shell (m : ℤ) : Finset ℤ := Finset.Icc (-m) m
```

A shell is the symmetric set $-m\le k\le m$.

```lean
/-- `g` is the smallest cost of moving an electron from a level with `|k| ≤ m` to a level of
the zone outside that shell. -/
def IsSpinGap (n : ℕ) (m : ℤ) (g : ℝ) : Prop :=
  IsLeast {d | ∃ k ∈ shell m, ∃ l ∈ zone n \ shell m, d = level n k - level n l} g
```

`IsLeast` says that $g$ is one of the excitation costs $x_k-x_l$, with $k$ filled and $l$ empty, and that no cost is smaller. The spin is conserved, so this is not a singlet–triplet splitting.

```lean
/-- Pi energy of the `4n`-ring, `n ≥ 1`, with `|k| ≤ n` filled for alpha and `|k| ≤ n - 1`
for beta spin. -/
def tripletEnergy (n : ℕ) : ℝ :=
  ∑ k ∈ shell n, level n k + ∑ k ∈ shell ((n : ℤ) - 1), level n k
```

The energy is the sum of occupied levels, alpha plus beta. Electron repulsion and exchange are absent, so the model cannot favour the triplet over a singlet with the same number of electrons in the nonbonding levels.

```lean
/-- For `n ≥ 1` each standing wave closes on the ring of `4n` sites and solves the Hückel
equation with nearest-neighbour hopping at the level `x_k`. -/
theorem ring_orbital (n : ℕ) (hn : 1 ≤ n) (k : ℤ) (φ : ℝ) (j : ℤ) :
    orbital n k φ (j + 4 * n) = orbital n k φ j ∧
    orbital n k φ (j + 1) + orbital n k φ (j - 1) = level n k * orbital n k φ j := by
  have hn0 : (0 : ℝ) < n := by exact_mod_cast hn
  have hq : π / (2 * n) * (n : ℝ) = π / 2 := by field_simp
  have e0 : π / (2 * n) * k * ((j + 4 * n : ℤ) : ℝ) + φ =
      (π / (2 * n) * k * j + φ) + k * (2 * π) := by
    push_cast
    linear_combination (4 * (k : ℝ)) * hq
  have e1 : π / (2 * n) * k * ((j + 1 : ℤ) : ℝ) + φ =
      (π / (2 * n) * k * j + φ) + π / (2 * n) * k := by push_cast; ring
  have e2 : π / (2 * n) * k * ((j - 1 : ℤ) : ℝ) + φ =
      (π / (2 * n) * k * j + φ) - π / (2 * n) * k := by push_cast; ring
  simp only [orbital, level]
  rw [e0, e1, e2]
  exact ⟨Real.cos_add_int_mul_two_pi _ k, by
    linear_combination cos_add (π / (2 * n) * k * j + φ) (π / (2 * n) * k) +
      cos_sub (π / (2 * n) * k * j + φ) (π / (2 * n) * k)⟩
```

A `theorem` states a claim, and its proof follows `by`. Moving $4n$ sites adds $2\pi k$ to the phase, so the wave closes. With $a=qkj+\varphi$,
$$\cos(a+qk)+\cos(a-qk)=2\cos(qk)\cos a,$$
which is the Hückel equation with equal nearest-neighbour hopping. The final `linear_combination` adds the two addition formulas.

That the zone lists the whole spectrum with its multiplicities is the usual Fourier counting, which the definitions of gap and energy take as input.

```lean
/-- Within the zone, the level value `x_k` does not increase as `|k|` grows. -/
theorem level_anti (n : ℕ) {k l : ℤ} (h : |k| ≤ |l|) (hl : |l| ≤ 2 * n) :
    level n l ≤ level n k := by
  have e : ∀ j : ℤ, level n j = 2 * cos (π / (2 * n) * |(j : ℝ)|) := by
    intro j
    have hp : 0 ≤ π / (2 * (n : ℝ)) := by positivity
    rw [level, ← Real.cos_abs (π / (2 * n) * (j : ℝ)), abs_mul, abs_of_nonneg hp]
  have h' : |(k : ℝ)| ≤ |(l : ℝ)| := by exact_mod_cast h
  have hl' : |(l : ℝ)| ≤ 2 * n := by exact_mod_cast hl
  have hpi : π / (2 * n) * |(l : ℝ)| ≤ π := by
    rw [div_mul_eq_mul_div]
    exact div_le_of_le_mul₀ (by positivity) pi_pos.le (by gcongr)
  rw [e k, e l]
  have := Real.cos_le_cos_of_nonneg_of_le_pi (by positivity) hpi
    (show π / (2 * n) * |(k : ℝ)| ≤ π / (2 * n) * |(l : ℝ)| by gcongr)
  linarith
```

Cosine is even and decreases on $[0,\pi]$. Since $q|k|\le q|l|\le\pi$, it follows that $x_l\le x_k$.

```lean
/-- For a filled shell `|k| ≤ m` with `0 ≤ m < 2n`, the gap is `x_m - x_(m+1)`. -/
theorem spinGap_shell (n : ℕ) {m : ℤ} (hm : 0 ≤ m) (hmn : m < 2 * n) :
    IsSpinGap n m (level n m - level n (m + 1)) := by
  refine ⟨⟨m, ?_, m + 1, ?_, rfl⟩, ?_⟩
  · simp only [shell, Finset.mem_Icc]
    omega
  · simp only [zone, shell, Finset.mem_sdiff, Finset.mem_Ioc, Finset.mem_Icc]
    omega
  · rintro d ⟨k, hk, l, hl, rfl⟩
    simp only [zone, shell, Finset.mem_sdiff, Finset.mem_Ioc, Finset.mem_Icc] at hk hl
    have h1 : level n m ≤ level n k := by
      apply level_anti <;> rw [abs_of_nonneg hm]
      · exact abs_le.mpr hk
      · omega
    have h2 : level n l ≤ level n (m + 1) := by
      apply level_anti
      · rw [abs_of_nonneg (by omega : 0 ≤ m + 1), le_abs]
        omega
      · exact abs_le.mpr ⟨by omega, by omega⟩
    linarith
```

Every filled level satisfies $x_k\ge x_m$, and every empty one $x_l\le x_{m+1}$. Hence $x_k-x_l\ge x_m-x_{m+1}$, with equality for $k=m$, $l=m+1$. The proof first exhibits this pair, then proves the bound; `omega` settles the integer inequalities.

```lean
/-- The sum of `2 cos (k θ)` over a shell `|k| ≤ m` (twice the Dirichlet kernel), multiplied by
`sin (θ/2)`, equals `2 sin ((m + 1/2) θ)`. -/
theorem shell_sum (θ : ℝ) (m : ℕ) :
    (∑ k ∈ shell m, 2 * cos (θ * k)) * sin (θ / 2) = 2 * sin ((m + 1 / 2) * θ) := by
  induction m with
  | zero =>
    have h : shell ((0 : ℕ) : ℤ) = {0} := by simp [shell]
    have e : (((0 : ℕ) : ℝ) + 1 / 2) * θ = θ / 2 := by push_cast; ring
    rw [h, Finset.sum_singleton, e]
    simp
  | succ m ih =>
    -- the next shell adds the degenerate pair `±(m+1)`
    have h : shell ((m + 1 : ℕ) : ℤ) =
        insert ((m : ℤ) + 1) (insert (-((m : ℤ) + 1)) (shell m)) := by
      ext k
      simp only [shell, Finset.mem_insert, Finset.mem_Icc]
      omega
    rw [h, Finset.sum_insert (by simp only [shell, Finset.mem_insert, Finset.mem_Icc]; omega),
      Finset.sum_insert (by simp only [shell, Finset.mem_Icc]; omega), add_mul, add_mul, ih]
    have e1 : ((m : ℝ) + 1 / 2) * θ = θ * (m + 1) - θ / 2 := by ring
    have e2 : (((m + 1 : ℕ) : ℝ) + 1 / 2) * θ = θ * (m + 1) + θ / 2 := by push_cast; ring
    rw [e1, e2, sin_add, sin_sub]
    push_cast
    rw [mul_neg, cos_neg]
    ring
```

For any angle $\theta$, let $S_m=\sum_{|k|\le m}2\cos(k\theta)$. The claim is
$$S_m\sin(\theta/2)=2\sin\big((m+\tfrac12)\theta\big).$$
For $m=0$ both sides are $2\sin(\theta/2)$. The next shell adds the pair $\pm(m+1)$, which contributes
$$4\cos((m+1)\theta)\sin(\theta/2)=2\sin\big((m+\tfrac32)\theta\big)-2\sin\big((m+\tfrac12)\theta\big).$$
This is the induction step in the code.

```lean
/-- For `n ≥ 1`, filling `|k| ≤ n` with alpha and `|k| ≤ n - 1` with beta electrons places `4n`
electrons; each spin has gap `2 sin (π/(2n))`, and the total energy is `4 cot (π/(4n))`. -/
theorem triplet_ring (n : ℕ) (hn : 1 ≤ n) :
    (shell n).card + (shell ((n : ℤ) - 1)).card = 4 * n ∧
    IsSpinGap n n (2 * sin (π / (2 * n))) ∧
    IsSpinGap n ((n : ℤ) - 1) (2 * sin (π / (2 * n))) ∧
    tripletEnergy n = 4 * cot (π / (4 * n)) := by
  have hn1 : (1 : ℝ) ≤ n := by exact_mod_cast hn
  have hn0 : (0 : ℝ) < n := by linarith
  have hq : π / (2 * n) * (n : ℝ) = π / 2 := by field_simp
  -- the frontier levels: the nonbonding pair and its neighbours
  have l0 : level n n = 0 := by
    simp only [level, Int.cast_natCast]
    rw [hq, cos_pi_div_two, mul_zero]
  have l1 : level n ((n : ℤ) + 1) = -(2 * sin (π / (2 * n))) := by
    simp only [level]
    push_cast
    rw [mul_add, hq, mul_one, add_comm, cos_add_pi_div_two]
    ring
  have l2 : level n ((n : ℤ) - 1) = 2 * sin (π / (2 * n)) := by
    simp only [level]
    push_cast
    rw [mul_sub, hq, mul_one, cos_pi_div_two_sub]
  refine ⟨by simp only [shell, Int.card_Icc]; omega, ?_, ?_, ?_⟩
  · have h := spinGap_shell n (m := n) (by omega) (by omega)
    rwa [l0, l1, zero_sub, neg_neg] at h
  · have h := spinGap_shell n (m := (n : ℤ) - 1) (by omega) (by omega)
    rwa [sub_add_cancel, l0, l2, sub_zero] at h
  · have ha := shell_sum (π / (2 * n)) n
    have hb := shell_sum (π / (2 * n)) (n - 1)
    have hc : ((n - 1 : ℕ) : ℤ) = (n : ℤ) - 1 := by omega
    have hs : 0 < sin (π / (2 * n) / 2) := by
      apply sin_pos_of_pos_of_lt_pi (by positivity)
      rw [div_div]
      exact div_lt_self pi_pos (by linarith)
    have e1 : ((n : ℝ) + 1 / 2) * (π / (2 * n)) = π / (2 * n) / 2 + π / 2 := by
      linear_combination hq
    have e2 : (((n - 1 : ℕ) : ℝ) + 1 / 2) * (π / (2 * n)) = π / 2 - π / (2 * n) / 2 := by
      rw [Nat.cast_sub hn, Nat.cast_one]
      linear_combination hq
    have e3 : π / (4 * (n : ℝ)) = π / (2 * n) / 2 := by
      rw [div_div]
      congr 1
      ring
    rw [e1, sin_add_pi_div_two] at ha
    rw [e2, sin_pi_div_two_sub, hc] at hb
    rw [e3, Real.cot_eq_cos_div_sin, ← mul_div_assoc, eq_div_iff hs.ne']
    simp only [tripletEnergy, level]
    linear_combination ha + hb
```

The `∧` signs join four claims. The electron count is $(2n+1)+(2n-1)=4n$.

Since $qn=\pi/2$, the frontier levels are $x_{n-1}=2\sin q$, $x_n=0$ and $x_{n+1}=-2\sin q$. The alpha gap $x_n-x_{n+1}$ and the beta gap $x_{n-1}-x_n$ are therefore both $2\sin q$.

For the energy, put $\theta=q$ in the shell sum and divide by $\sin(q/2)>0$:
$$E_\alpha=\frac{2\sin(\pi/2+q/2)}{\sin(q/2)}=2\cot\frac q2,\qquad E_\beta=\frac{2\sin(\pi/2-q/2)}{\sin(q/2)}=2\cot\frac q2.$$
The total is $4\cot(q/2)=4\cot(\pi/4n)$.

In the smallest ring, $n=1$, the levels are $2,0,0,-2$. Alpha electrons fill the first three and a beta electron the first, so the energy is 4 and each gap is 2.

```lean
/-- The four butadiene levels, from most bonding to most antibonding. -/
def chainLevel : Fin 4 → ℝ :=
  ![(√5 + 1) / 2, (√5 - 1) / 2, -(√5 - 1) / 2, -(√5 + 1) / 2]
```

`Fin 4` numbers the butadiene levels from 0 to 3.

```lean
/-- The Hückel secular determinant of butadiene factorises over its four levels. -/
theorem butadiene_secular (x : ℝ) :
    (!![x, -1, 0, 0; -1, x, -1, 0; 0, -1, x, -1; 0, 0, -1, x] :
      Matrix (Fin 4) (Fin 4) ℝ).det = ∏ i, (x - chainLevel i) := by
  have h5 : √5 ^ 2 = (5 : ℝ) := Real.sq_sqrt (by norm_num)
  have hd : (!![x, -1, 0, 0; -1, x, -1, 0; 0, -1, x, -1; 0, 0, -1, x] :
      Matrix (Fin 4) (Fin 4) ℝ).det = x ^ 4 - 3 * x ^ 2 + 1 := by
    simp [Matrix.det_succ_row_zero, Fin.sum_univ_succ, Fin.succAbove]
    ring
  have hp : ∏ i, (x - chainLevel i) = (x - (√5 + 1) / 2) * (x - (√5 - 1) / 2) *
      (x - -(√5 - 1) / 2) * (x - -(√5 + 1) / 2) := by
    rw [Fin.prod_univ_four]
    rfl
  rw [hd, hp]
  linear_combination (x ^ 2 / 2 - (√5 ^ 2 + 3) / 16) * h5
```

The matrix describes an open chain with equal bonds. Its determinant is $x^4-3x^2+1$. The squares of the levels, $(3\pm\sqrt5)/2$, have sum 3 and product 1, so the product over the four levels gives the same polynomial.

```lean
/-- Butadiene's singlet energy, with the two most bonding levels doubly filled. -/
def chainSinglet : ℝ := 2 * (chainLevel 0 + chainLevel 1)
```

Two doubly filled levels give $2\sqrt5$.

```lean
/-- Butadiene's triplet energy, with three alpha electrons and one beta electron in the
most bonding levels. -/
def chainTriplet : ℝ := (chainLevel 0 + chainLevel 1 + chainLevel 2) + chainLevel 0
```

Three alpha electrons and one beta electron give $1+\sqrt5$.

```lean
/-- The triplet four-ring has energy `4` in units of the resonance integral, above the value
`1 + √5` of triplet butadiene and below the value `2√5` of singlet butadiene. -/
theorem four_ring_between_butadiene :
    tripletEnergy 1 = 4 ∧ chainTriplet = 1 + √5 ∧ chainSinglet = 2 * √5 ∧
    chainTriplet < tripletEnergy 1 ∧ tripletEnergy 1 < chainSinglet := by
  have h5 : √5 ^ 2 = (5 : ℝ) := Real.sq_sqrt (by norm_num)
  have h0 : 0 ≤ √5 := Real.sqrt_nonneg 5
  have hr : tripletEnergy 1 = 4 := by
    have hne : √2 / 2 ≠ 0 := by positivity
    rw [(triplet_ring 1 le_rfl).2.2.2, Nat.cast_one, mul_one, Real.cot_eq_cos_div_sin,
      cos_pi_div_four, sin_pi_div_four, div_self hne, mul_one]
  have ht : chainTriplet = 1 + √5 := by
    change ((√5 + 1) / 2 + (√5 - 1) / 2 + -(√5 - 1) / 2) + (√5 + 1) / 2 = 1 + √5
    ring
  have hs : chainSinglet = 2 * √5 := by
    change 2 * ((√5 + 1) / 2 + (√5 - 1) / 2) = 2 * √5
    ring
  rw [hr, ht, hs]
  exact ⟨rfl, rfl, rfl, by nlinarith, by nlinarith⟩

end

end TripletHuckelRing
```

The ring value follows from $\cot(\pi/4)=1$. The inequalities $1+\sqrt5<4<2\sqrt5$ amount to $2<\sqrt5<3$, which `nlinarith` obtains from $(\sqrt5)^2=5$ and $\sqrt5\ge0$.

In this non-interacting model, closing the four-site chain thus stabilises the triplet, from $1+\sqrt5$ to 4. A singlet ring with two electrons in the nonbonding levels also has energy 4, so closing the chain destabilises the singlet, from $2\sqrt5$ to 4. The stabilised triplet agrees with Baird's rule on triplet aromaticity for one ring size; larger rings are not compared with their chains.

```lean
#print axioms TripletHuckelRing.ring_orbital
#print axioms TripletHuckelRing.triplet_ring
#print axioms TripletHuckelRing.butadiene_secular
#print axioms TripletHuckelRing.four_ring_between_butadiene
```

```
'TripletHuckelRing.ring_orbital' depends on axioms: [propext, Classical.choice, Quot.sound]
'TripletHuckelRing.triplet_ring' depends on axioms: [propext, Classical.choice, Quot.sound]
'TripletHuckelRing.butadiene_secular' depends on axioms: [propext, Classical.choice, Quot.sound]
'TripletHuckelRing.four_ring_between_butadiene' depends on axioms: [propext, Classical.choice, Quot.sound]
```
